# Counting the negative eigenvalues that PAW projectors add or remove

To look for ghost states, which are unphysical extra levels, in a projector augmented-wave (PAW) dataset, one can count the states below a trial energy $e$ and compare the count with the number expected. For a fixed single-particle Hamiltonian in a finite orthonormal basis, the theorems below, together with Sylvester's law of inertia, give this count from the local Hamiltonian and two small matrices, provided that two matrices are invertible at $e$ and the overlap matrix is positive definite. The count does not say which state is the ghost.

```lean
import Mathlib

open Matrix

namespace PAWGhostCount

noncomputable section

variable {n m : Type*} [Fintype n] [DecidableEq n] [Fintype m] [DecidableEq m]
```

The index set `n` labels basis functions or grid points, and `m` labels projector channels. Both are finite.

```lean
/-- Number of negative eigenvalues of a Hermitian matrix, with multiplicity. -/
def numNeg {M : Matrix n n ℂ} (hM : M.IsHermitian) : ℕ :=
  Fintype.card {i // hM.eigenvalues i < 0}
```

`numNeg` counts the indices $i$ with eigenvalue $\lambda_i<0$, so a degenerate eigenvalue counts as often as it occurs. Its argument `hM` is a proof that $M$ is Hermitian, which Lean needs before it can speak of real eigenvalues. I write $\mathrm{neg}(M)$.

```lean
/-- Number of positive eigenvalues of a Hermitian matrix, with multiplicity. -/
def numPos {M : Matrix n n ℂ} (hM : M.IsHermitian) : ℕ :=
  Fintype.card {i // 0 < hM.eigenvalues i}
```

Likewise, $\mathrm{pos}(M)$ counts the positive eigenvalues.

```lean
/-- The expectation value `x* M x` (real part) in an unnormalised state `x`. -/
def energy (M : Matrix n n ℂ) (x : n → ℂ) : ℝ := (star x ⬝ᵥ M *ᵥ x).re
```

For Hermitian $M$, the only case used below, $x^\dagger Mx$ is real and this is its value; `*ᵥ` applies a matrix to a vector. The normalised expectation value for $x\neq0$ is $x^\dagger Mx/x^\dagger x$, which has the same sign.

```lean
/-- A local operator `A` dressed with projectors `P` of strength `W`: `A + P W P*`. -/
def dressed (A : Matrix n n ℂ) (W : Matrix m m ℂ) (P : Matrix n m ℂ) : Matrix n n ℂ :=
  A + P * W * Pᴴ
```

The columns of $P$ are the projectors, `ᴴ` is the conjugate transpose, and the dressed operator is $A+PWP^\dagger$.

```lean
/-- The small matrix `W⁻¹ + P* A⁻¹ P` in the space of projector channels. -/
def channelMatrix (A : Matrix n n ℂ) (W : Matrix m m ℂ) (P : Matrix n m ℂ) : Matrix m m ℂ :=
  W⁻¹ + Pᴴ * A⁻¹ * P
```

The channel matrix is $K=W^{-1}+P^\dagger A^{-1}P$, with one row per projector.

```lean
omit [Fintype n] [DecidableEq n] [DecidableEq m] in
/-- If `A` and `W` are Hermitian, so is the dressed operator. -/
theorem hermitian_dressed {A : Matrix n n ℂ} {W : Matrix m m ℂ} (hA : A.IsHermitian)
    (hW : W.IsHermitian) (P : Matrix n m ℂ) : (dressed A W P).IsHermitian :=
  hA.add (isHermitian_mul_mul_conjTranspose P hW)
```

In a Lean theorem, the hypotheses stand before the colon, the statement after it, and the proof after `:=`. Here, Hermitian $A$ and $W$ give a Hermitian dressed operator.

```lean
/-- If `A` and `W` are Hermitian, so is the channel matrix. -/
theorem hermitian_channel {A : Matrix n n ℂ} {W : Matrix m m ℂ} (hA : A.IsHermitian)
    (hW : W.IsHermitian) (P : Matrix n m ℂ) : (channelMatrix A W P).IsHermitian :=
  hW.inv.add (isHermitian_conjTranspose_mul_mul P hA.inv)
```

The same holds for $K$.

```lean
omit [Fintype n] [DecidableEq n] in
/-- Subtracting a real energy times a Hermitian matrix keeps a matrix Hermitian. -/
theorem hermitian_shift {X Y : Matrix n n ℂ} (hX : X.IsHermitian) (hY : Y.IsHermitian)
    (e : ℝ) : (X - (e : ℂ) • Y).IsHermitian := by
  unfold Matrix.IsHermitian
  rw [conjTranspose_sub, conjTranspose_smul, hX.eq, hY.eq]
  simp
```

For real $e$, $X-eY$ is Hermitian if $X$ and $Y$ are.

```lean
/-- In the eigenvector frame the expectation value is a sum of eigenvalues times weights. -/
theorem exists_frame {M : Matrix n n ℂ} (hM : M.IsHermitian) :
    ∃ U : Matrix n n ℂ, U * Uᴴ = 1 ∧
      ∀ c, energy M (U *ᵥ c) = ∑ i, hM.eigenvalues i * Complex.normSq (c i) := by
  obtain ⟨U, hU⟩ : ∃ U : Matrix n n ℂ, U = hM.eigenvectorUnitary := ⟨_, rfl⟩
  have h1 : Uᴴ * U = 1 := by
    rw [hU]; exact mem_unitaryGroup_iff'.mp hM.eigenvectorUnitary.2
  have h2 : M * U = U * diagonal (fun i => (hM.eigenvalues i : ℂ)) := by
    ext i j
    have h := congrFun (hM.mulVec_eigenvectorBasis j) i
    have e : ∀ k l, U k l = (hM.eigenvectorBasis l).ofLp k := fun k l => by
      rw [hU]; exact hM.eigenvectorUnitary_apply k l
    rw [mul_diagonal, Matrix.mul_apply]
    simp only [e]
    simpa [mulVec, dotProduct, mul_comm] using h
  refine ⟨U, mul_eq_one_comm.mp h1, fun c => ?_⟩
  rw [energy, star_mulVec, ← dotProduct_mulVec, mulVec_mulVec, mulVec_mulVec,
    Matrix.mul_assoc, h2, ← Matrix.mul_assoc, h1, Matrix.one_mul, dotProduct, Complex.re_sum]
  refine Finset.sum_congr rfl fun i _ => ?_
  rw [mulVec_diagonal]
  simp [Complex.normSq_apply]
  ring
```

Let the columns of $U$ be orthonormal eigenvectors, so that $MU=U\Lambda$ with $\Lambda$ the diagonal matrix of eigenvalues. For $x=Uc$,
$$x^\dagger Mx=c^\dagger U^\dagger MUc=\sum_i\lambda_i|c_i|^2 .$$
In the proof, `h1` is $U^\dagger U=1$ and `h2` is the eigenvalue equation.

```lean
/-- With one coefficient for each eigenvalue satisfying `s λ < 0`, there are linear maps `E` from
coefficients to vectors and `F` from vectors to coefficients such that `s` times the expectation
value is negative at `E c` for `c ≠ 0` and nonnegative at `x` if `F x = 0`. -/
theorem signed_frames {M : Matrix n n ℂ} (hM : M.IsHermitian) (s : ℝ) (p : n → Prop)
    [DecidablePred p] (hp : ∀ i, p i ↔ s * hM.eigenvalues i < 0) :
    ∃ (E : ({i // p i} → ℂ) →ₗ[ℂ] (n → ℂ)) (F : (n → ℂ) →ₗ[ℂ] ({i // p i} → ℂ)),
      (∀ c, c ≠ 0 → s * energy M (E c) < 0) ∧ ∀ x, F x = 0 → 0 ≤ s * energy M x := by
  obtain ⟨U, hU, hq⟩ := exists_frame hM
  let J : ({i // p i} → ℂ) →ₗ[ℂ] (n → ℂ) :=
    { toFun := fun c i => if h : p i then c ⟨i, h⟩ else 0
      map_add' := fun a b => by ext i; by_cases h : p i <;> simp [h]
      map_smul' := fun a b => by ext i; by_cases h : p i <;> simp [h] }
  refine ⟨U.mulVecLin ∘ₗ J, LinearMap.funLeft ℂ ℂ Subtype.val ∘ₗ Uᴴ.mulVecLin, ?_, ?_⟩
  · intro c hc
    obtain ⟨k, hk⟩ := Function.ne_iff.mp hc
    change s * energy M (U *ᵥ J c) < 0
    have h1 : ∀ i, s * (hM.eigenvalues i * Complex.normSq (J c i)) ≤ 0 := fun i => by
      by_cases h : p i
      · rw [← mul_assoc]
        exact mul_nonpos_of_nonpos_of_nonneg ((hp i).mp h).le (Complex.normSq_nonneg _)
      · have h0 : J c i = 0 := dif_neg h
        simp [h0]
    have h2 : s * (hM.eigenvalues k.1 * Complex.normSq (J c k.1)) < 0 := by
      have h0 : J c k.1 = c k := dif_pos k.2
      rw [h0, ← mul_assoc]
      exact mul_neg_of_neg_of_pos ((hp k.1).mp k.2) (Complex.normSq_pos.mpr hk)
    rw [hq, Finset.mul_sum]
    exact lt_of_lt_of_eq (Finset.sum_lt_sum (g := fun _ => (0 : ℝ)) (fun i _ => h1 i)
      ⟨k.1, Finset.mem_univ _, h2⟩) Finset.sum_const_zero
  · intro x hx
    have hx' : x = U *ᵥ (Uᴴ *ᵥ x) := by rw [mulVec_mulVec, hU, one_mulVec]
    rw [hx', hq, Finset.mul_sum]
    refine Finset.sum_nonneg fun i _ => ?_
    by_cases h : p i
    · have h0 : (Uᴴ *ᵥ x) i = 0 := congrFun hx ⟨i, h⟩
      simp [h0]
    · rw [← mul_assoc]
      exact mul_nonneg (not_lt.mp fun h' => h ((hp i).mpr h')) (Complex.normSq_nonneg _)
```

Select the eigenvectors with $s\lambda_i<0$. The map $E$ builds a state from coefficients along them, and $F$ reads those coefficients off a given state. By the sum above, $s\,x^\dagger Mx<0$ for $x=Ec$ with $c\ne0$, and $s\,x^\dagger Mx\ge0$ whenever $Fx=0$. Taking $s=1$ selects negative eigenvalues, and $s=-1$ positive ones.

```lean
/-- If a linear map carries the form `A - B` into the form `A' - B'`, then the negative
count of `A` plus the positive count of `B` is at most that of `A'` and `B'`. -/
theorem signature_le {A A' : Matrix n n ℂ} {B B' : Matrix m m ℂ} (hA : A.IsHermitian)
    (hB : B.IsHermitian) (hA' : A'.IsHermitian) (hB' : B'.IsHermitian)
    (T : ((n → ℂ) × (m → ℂ)) →ₗ[ℂ] ((n → ℂ) × (m → ℂ)))
    (h : ∀ z, energy A z.1 - energy B z.2 = energy A' (T z).1 - energy B' (T z).2) :
    numNeg hA + numPos hB ≤ numNeg hA' + numPos hB' := by
  obtain ⟨E₁, -, hE₁, -⟩ := signed_frames hA 1 (fun i => hA.eigenvalues i < 0) (by simp)
  obtain ⟨E₂, -, hE₂, -⟩ := signed_frames hB (-1) (fun i => 0 < hB.eigenvalues i) (by simp)
  obtain ⟨-, F₁, -, hF₁⟩ := signed_frames hA' 1 (fun i => hA'.eigenvalues i < 0) (by simp)
  obtain ⟨-, F₂, -, hF₂⟩ := signed_frames hB' (-1) (fun i => 0 < hB'.eigenvalues i) (by simp)
  have inj : Function.Injective ((F₁.prodMap F₂) ∘ₗ T ∘ₗ (E₁.prodMap E₂)) := by
    rw [injective_iff_map_eq_zero]
    rintro ⟨c, b⟩ hz
    have p₁ := hF₁ (T (E₁ c, E₂ b)).1 (congrArg Prod.fst hz)
    have p₂ := hF₂ (T (E₁ c, E₂ b)).2 (congrArg Prod.snd hz)
    have k := h (E₁ c, E₂ b)
    dsimp only at k
    have e₁ : energy A (E₁ c) ≤ 0 := by
      by_cases hc : c = 0
      · simp [hc, energy]
      · linarith [hE₁ c hc]
    have e₂ : 0 ≤ energy B (E₂ b) := by
      by_cases hb : b = 0
      · simp [hb, energy]
      · linarith [hE₂ b hb]
    have c0 : c = 0 := by
      by_contra hc
      linarith [hE₁ c hc]
    have b0 : b = 0 := by
      by_contra hb
      linarith [hE₂ b hb]
    rw [c0, b0]; rfl
  have := LinearMap.finrank_le_finrank_of_injective inj
  simp only [Module.finrank_prod, Module.finrank_fintype_fun_eq_card] at this
  exact this
```

Suppose a linear map $T$ takes $(x,y)$ to $(x',y')$ with
$$x^\dagger Ax-y^\dagger By=x'^\dagger A'x'-y'^\dagger B'y' .$$
Start with $x$ in the negative eigenspaces of $A$ and $y$ in the positive ones of $B$. The left side is then negative unless $x=y=0$. If $x'$ has no component along the negative eigenvectors of $A'$, and $y'$ none along the positive ones of $B'$, the right side is at least zero. Both can hold only for $x=y=0$, so the combined map from starting coefficients to final components is injective (`inj`). Comparing dimensions gives
$$\mathrm{neg}(A)+\mathrm{pos}(B)\le\mathrm{neg}(A')+\mathrm{pos}(B').$$

```lean
/-- Moving a matrix to the other side of the scalar product. -/
theorem adj {k l : Type*} [Fintype k] [Fintype l] (M : Matrix k l ℂ) (a : k → ℂ) (b : l → ℂ) :
    star a ⬝ᵥ M *ᵥ b = star (Mᴴ *ᵥ a) ⬝ᵥ b := by
  rw [star_mulVec, conjTranspose_conjTranspose, dotProduct_mulVec]
```

This is $a^\dagger Mb=(M^\dagger a)^\dagger b$.

```lean
/-- With `y = W (v + P* u)` and `x = u + A⁻¹ P y`, the expectation values of `A` and the
channel matrix differ by as much as those of the dressed operator and `W`. -/
theorem energy_balance {A : Matrix n n ℂ} {W : Matrix m m ℂ} (hA : A.IsHermitian)
    (hW : W.IsHermitian) (hAu : IsUnit A.det) (hWu : IsUnit W.det) (P : Matrix n m ℂ)
    (u : n → ℂ) (v : m → ℂ) (x : n → ℂ) (y : m → ℂ) (hy : y = W *ᵥ (v + Pᴴ *ᵥ u))
    (hx : x = u + A⁻¹ *ᵥ (P *ᵥ y)) :
    energy A x - energy (channelMatrix A W P) y = energy (dressed A W P) u - energy W v := by
  obtain ⟨t, ht⟩ : ∃ t, t = Pᴴ *ᵥ u := ⟨_, rfl⟩
  obtain ⟨r, hr⟩ : ∃ r, r = P *ᵥ y := ⟨_, rfl⟩
  obtain ⟨s, hs⟩ : ∃ s, s = A⁻¹ *ᵥ r := ⟨_, rfl⟩
  rw [← ht] at hy
  rw [← hr, ← hs] at hx
  have hAs : A *ᵥ s = r := by rw [hs, mulVec_mulVec, mul_nonsing_inv _ hAu, one_mulVec]
  have hWy : W⁻¹ *ᵥ y = v + t := by
    rw [hy, mulVec_mulVec, nonsing_inv_mul _ hWu, one_mulVec]
  -- hermiticity moves every operator to the convenient side
  have e1 : star u ⬝ᵥ r = star t ⬝ᵥ y := by rw [hr, ht]; exact adj P u y
  have e2 : star r ⬝ᵥ u = star y ⬝ᵥ t := by rw [hr, ht, adj Pᴴ, conjTranspose_conjTranspose]
  have e3 : star s ⬝ᵥ A *ᵥ u = star r ⬝ᵥ u := by rw [adj A s u, hA.eq, hAs]
  have e4 := adj A s s
  rw [hA.eq, hAs] at e4
  have e5 : star y ⬝ᵥ Pᴴ *ᵥ s = star r ⬝ᵥ s := by rw [adj Pᴴ, conjTranspose_conjTranspose, hr]
  have e6 : star y ⬝ᵥ v = star (v + t) ⬝ᵥ W *ᵥ v := by rw [adj W, hW.eq, hy]
  rw [star_add, add_dotProduct] at e6
  have e7 : star u ⬝ᵥ P *ᵥ (W *ᵥ t) = star t ⬝ᵥ W *ᵥ t := by rw [adj P u, ht]
  have e8 : star t ⬝ᵥ y = star t ⬝ᵥ W *ᵥ v + star t ⬝ᵥ W *ᵥ t := by
    rw [hy, mulVec_add, dotProduct_add]
  have k1 : star x ⬝ᵥ A *ᵥ x =
      star u ⬝ᵥ A *ᵥ u + star u ⬝ᵥ r + star s ⬝ᵥ A *ᵥ u + star s ⬝ᵥ r := by
    rw [hx, mulVec_add, hAs, star_add, add_dotProduct, dotProduct_add, dotProduct_add]; ring
  have k2 : star y ⬝ᵥ channelMatrix A W P *ᵥ y =
      star y ⬝ᵥ v + star y ⬝ᵥ t + star y ⬝ᵥ Pᴴ *ᵥ s := by
    rw [channelMatrix, add_mulVec, hWy, ← mulVec_mulVec, ← mulVec_mulVec, ← hr, ← hs,
      dotProduct_add, dotProduct_add]
  have k3 : star u ⬝ᵥ dressed A W P *ᵥ u = star u ⬝ᵥ A *ᵥ u + star u ⬝ᵥ P *ᵥ (W *ᵥ t) := by
    rw [dressed, add_mulVec, ← mulVec_mulVec, ← mulVec_mulVec, ← ht, dotProduct_add]
  have key : star x ⬝ᵥ A *ᵥ x - star y ⬝ᵥ channelMatrix A W P *ᵥ y =
      star u ⬝ᵥ dressed A W P *ᵥ u - star v ⬝ᵥ W *ᵥ v := by
    linear_combination k1 - k2 - k3 + e1 + e2 + e3 + e4 - e5 - e6 - e7 + e8
  simpa only [energy, Complex.sub_re] using congrArg Complex.re key
```

`IsUnit A.det` and `IsUnit W.det` say that $A$ and $W$ are invertible; both are also assumed Hermitian. Put $t=P^\dagger u$, $y=W(v+t)$, $r=Py$, $s=A^{-1}r$ and $x=u+s$. Since $u^\dagger r=t^\dagger y$ and $s^\dagger Au=r^\dagger u=y^\dagger t$,
$$x^\dagger Ax=u^\dagger Au+t^\dagger y+y^\dagger t+s^\dagger r .$$
Since $W^{-1}y=v+t$ and $y^\dagger P^\dagger s=r^\dagger s=s^\dagger r$,
$$y^\dagger Ky=y^\dagger v+y^\dagger t+s^\dagger r .$$
Subtract, and insert $t^\dagger y=t^\dagger Wv+t^\dagger Wt$ and $y^\dagger v=v^\dagger Wv+t^\dagger Wv$:
$$x^\dagger Ax-y^\dagger Ky=u^\dagger Au+t^\dagger Wt-v^\dagger Wv .$$
The first two terms on the right are $u^\dagger(A+PWP^\dagger)u$. The steps `e1` to `e8` are the individual identities, `k1` to `k3` the expansions, and `linear_combination` adds them up.

```lean
/-- The projectors change the number of negative eigenvalues of `A` by the number of positive
eigenvalues of the channel matrix minus that of the strength matrix `W`. -/
theorem ghost_count {A : Matrix n n ℂ} {W : Matrix m m ℂ} (hA : A.IsHermitian)
    (hW : W.IsHermitian) (hAu : IsUnit A.det) (hWu : IsUnit W.det) (P : Matrix n m ℂ) :
    (numNeg (hermitian_dressed hA hW P) : ℤ) =
      numNeg hA + numPos (hermitian_channel hA hW P) - numPos hW := by
  let fs := LinearMap.fst ℂ (n → ℂ) (m → ℂ)
  let sn := LinearMap.snd ℂ (n → ℂ) (m → ℂ)
  -- the substitution (u, v) ↦ (x, y) and its inverse
  let Y := W.mulVecLin ∘ₗ (sn + Pᴴ.mulVecLin ∘ₗ fs)
  let X := fs + A⁻¹.mulVecLin ∘ₗ P.mulVecLin ∘ₗ Y
  let U := fs - A⁻¹.mulVecLin ∘ₗ P.mulVecLin ∘ₗ sn
  let V := W⁻¹.mulVecLin ∘ₗ sn - Pᴴ.mulVecLin ∘ₗ U
  have h1 := signature_le (hermitian_dressed hA hW P) hW hA (hermitian_channel hA hW P)
    (X.prod Y) fun z =>
      (energy_balance hA hW hAu hWu P z.1 z.2 (X z) (Y z) rfl rfl).symm
  have h2 := signature_le hA (hermitian_channel hA hW P) (hermitian_dressed hA hW P) hW
    (U.prod V) fun z => energy_balance hA hW hAu hWu P (U z) (V z) z.1 z.2
      (by
        change z.2 = W *ᵥ (W⁻¹ *ᵥ z.2 - Pᴴ *ᵥ (U z) + Pᴴ *ᵥ (U z))
        rw [sub_add_cancel, mulVec_mulVec, mul_nonsing_inv _ hWu, one_mulVec])
      (sub_add_cancel z.1 (A⁻¹ *ᵥ (P *ᵥ z.2))).symm
  omega
```

For Hermitian and invertible $A$ and $W$, the main theorem reads
$$\mathrm{neg}(A+PWP^\dagger)=\mathrm{neg}(A)+\mathrm{pos}(K)-\mathrm{pos}(W).$$
The substitution $(u,v)\mapsto(x,y)$ has the inverse $u=x-A^{-1}Py$, $v=W^{-1}y-P^\dagger u$. Applying the inequality in each direction (`h1`, `h2`) gives
$$\mathrm{neg}(A+PWP^\dagger)+\mathrm{pos}(W)=\mathrm{neg}(A)+\mathrm{pos}(K),$$
and `omega` does the integer arithmetic. The mark `ℤ` makes the subtraction that of integers.

```lean
/-- For invertible `A = H - e` and `W = D - e Q`, the number of negative eigenvalues of `(H + P D
P*) - e (1 + P Q P*)` is that of `A`, plus the number of positive eigenvalues of the channel matrix
of `A` and `W`, minus the number of positive eigenvalues of `W`. -/
theorem ghost_count_at_energy {H : Matrix n n ℂ} {D Q : Matrix m m ℂ} (hH : H.IsHermitian)
    (hD : D.IsHermitian) (hQ : Q.IsHermitian) (P : Matrix n m ℂ) (e : ℝ)
    (hAu : IsUnit (H - (e : ℂ) • (1 : Matrix n n ℂ)).det)
    (hWu : IsUnit (D - (e : ℂ) • Q).det) :
    (numNeg (hermitian_shift (hermitian_dressed hH hD P)
        (hermitian_dressed isHermitian_one hQ P) e) : ℤ) =
      numNeg (hermitian_shift hH isHermitian_one e)
        + numPos (hermitian_channel (hermitian_shift hH isHermitian_one e)
            (hermitian_shift hD hQ e) P)
        - numPos (hermitian_shift hD hQ e) := by
  have split : dressed H D P - (e : ℂ) • dressed 1 Q P =
      dressed (H - (e : ℂ) • (1 : Matrix n n ℂ)) (D - (e : ℂ) • Q) P := by
    simp only [dressed, Matrix.mul_sub, Matrix.sub_mul, smul_add, Matrix.mul_smul,
      Matrix.smul_mul]
    abel
  have same : ∀ {M N : Matrix n n ℂ} (_ : M = N) (hM : M.IsHermitian) (hN : N.IsHermitian),
      numNeg hM = numNeg hN := by
    intro M N h hM hN
    subst h
    rfl
  rw [same split _ (hermitian_dressed (hermitian_shift hH isHermitian_one e)
    (hermitian_shift hD hQ e) P)]
  exact ghost_count _ _ hAu hWu P
```

For the PAW Hamiltonian $H+PDP^\dagger$ and overlap $S=1+PQP^\dagger$, the step `split` is
$$H+PDP^\dagger-eS=(H-e)+P(D-eQ)P^\dagger .$$
The main theorem then applies with $A=H-e$ and $W=D-eQ$. Invertibility of $A$ means that $e$ is not a level of the local Hamiltonian; invertibility of $W$ means that $Wc\neq0$ for every nonzero vector $c$ of channel amplitudes. The theorem does not assume $S$ positive definite. If $S$ is positive definite, the negative count is the number of PAW states below $e$, a step the file does not prove. The PAW levels are then the eigenvalues of $\tilde H=S^{-1/2}(H+PDP^\dagger)S^{-1/2}$, and $H+PDP^\dagger-eS=S^{1/2}(\tilde H-e)S^{1/2}$ has as many negative eigenvalues as $\tilde H-e$, by Sylvester's law of inertia.

To evaluate the formula numerically, one can solve $(H-e)Z=P$, with one right-hand side per projector, and diagonalise the small matrices $W^{-1}+P^\dagger Z$ and $W$. If $H$ is available as an explicit matrix, a factorisation $H-e=L\Delta L^\dagger$ with invertible $L$ and block-diagonal Hermitian $\Delta$ serves the solves and also gives $\mathrm{neg}(A)$, from the signs of the eigenvalues of $\Delta$.

```lean
/-- A one-channel Hermitian matrix has one positive eigenvalue if its entry is positive,
and none otherwise. -/
theorem numPos_one_channel {M : Matrix (Fin 1) (Fin 1) ℂ} (hM : M.IsHermitian) :
    numPos hM = if 0 < (M 0 0).re then 1 else 0 := by
  have h : (M 0 0).re = hM.eigenvalues 0 := by
    have := congrArg Complex.re hM.trace_eq_sum_eigenvalues
    simpa [Matrix.trace] using this
  rw [h, numPos]
  split_ifs with h0
  · exact Fintype.card_eq_one_iff.mpr
      ⟨⟨0, h0⟩, fun y => Subtype.ext (Subsingleton.elim _ _)⟩
  · refine Fintype.card_eq_zero_iff.mpr ⟨fun y => h0 ?_⟩
    have hy := y.2
    rwa [Subsingleton.elim y.1 0] at hy
```

The only eigenvalue of a $1\times1$ Hermitian matrix is its entry, which the proof reads from the trace.

```lean
/-- A single attractive projector adds one negative eigenvalue if the channel matrix
`1/w + p* A⁻¹ p` is positive, and none otherwise. -/
theorem ghost_count_one_attractive {A : Matrix n n ℂ} {W : Matrix (Fin 1) (Fin 1) ℂ}
    (hA : A.IsHermitian) (hW : W.IsHermitian) (hAu : IsUnit A.det) (hw : (W 0 0).re < 0)
    (P : Matrix n (Fin 1) ℂ) :
    numNeg (hermitian_dressed hA hW P) =
      numNeg hA + if 0 < (channelMatrix A W P 0 0).re then 1 else 0 := by
  have hWu : IsUnit W.det := by
    rw [det_fin_one, isUnit_iff_ne_zero]
    intro h
    simp [h] at hw
  have h := ghost_count hA hW hAu hWu P
  have hp : numPos hW = 0 := by rw [numPos_one_channel, if_neg (not_lt.mpr hw.le)]
  rw [← numPos_one_channel (hermitian_channel hA hW P)]
  omega

end

end PAWGhostCount
```

Let $A$ be Hermitian and invertible. For one projector $p$ with strength $w<0$, $\mathrm{pos}(W)=0$. The projector therefore adds one negative eigenvalue if $1/w+p^\dagger A^{-1}p>0$, and none otherwise. In the PAW case $w=d-eq$, with $d$ and $q$ the single entries of $D$ and $Q$, so "attractive" refers to the trial energy.

Replacing $A$ and $W$ by $-A$ and $-W$ in the main theorem gives a neighbouring count, which the file does not state:
$$\mathrm{pos}(A+PWP^\dagger)=\mathrm{pos}(A)+\mathrm{neg}(K)-\mathrm{neg}(W).$$

```lean
#print axioms PAWGhostCount.ghost_count_at_energy
-- 'PAWGhostCount.ghost_count_at_energy' depends on axioms: [propext, Classical.choice, Quot.sound]
#print axioms PAWGhostCount.ghost_count_one_attractive
-- 'PAWGhostCount.ghost_count_one_attractive' depends on axioms: [propext, Classical.choice, Quot.sound]
```
